# The Hermitian solutions of PX + XP = X have real dimension 2n(m − n) when P is diagonal with n ones and m − n zeros

Take one spin channel with a finite set ι of orthonormal orbitals, and let s be the set of filled ones. Write pᵢ = 1 if i is in s and pᵢ = 0 otherwise. The occupation matrix P is diagonal with entries pᵢ, so every occupation is 0 or 1; fractional occupations are not treated.

```lean
import Mathlib

open Matrix

namespace OccupationTangent

noncomputable section

variable {ι : Type*} [Fintype ι] [DecidableEq ι]
```

In Lean, `s` is a `Finset ι` and P is `occupation s`, a complex matrix.

```lean
/-- The occupation matrix of one spin channel: diagonal, with a one for each orbital in the
filled set `s` and a zero for every other orbital. -/
def occupation (s : Finset ι) : Matrix ι ι ℂ :=
  Matrix.diagonal fun i => if i ∈ s then 1 else 0
```

A small change P + εX stays idempotent to first order in ε when PX + XP = X. The space `tangent s` collects the Hermitian X that satisfy this equation. It is a `Submodule ℝ`, a real vector space, because multiplying a nonzero Hermitian matrix by the imaginary unit destroys Hermiticity. The proofs inside the definition check closure under sums and real multiples.

```lean
/-- The real vector space of Hermitian matrices `X` with `P X + X P = X`, where `P` is the
occupation matrix of the filled set `s`. -/
def tangent (s : Finset ι) : Submodule ℝ (Matrix ι ι ℂ) where
  carrier := {X | Xᴴ = X ∧ occupation s * X + X * occupation s = X}
  add_mem' := by
    rintro X Y ⟨hX, hX'⟩ ⟨hY, hY'⟩
    refine ⟨by rw [Matrix.conjTranspose_add, hX, hY], ?_⟩
    calc occupation s * (X + Y) + (X + Y) * occupation s
        = (occupation s * X + X * occupation s)
          + (occupation s * Y + Y * occupation s) := by noncomm_ring
      _ = X + Y := by rw [hX', hY']
  zero_mem' := by simp
  smul_mem' := by
    rintro c X ⟨hX, hX'⟩
    refine ⟨?_, ?_⟩
    · show (c • X)ᴴ = c • X
      rw [Matrix.conjTranspose_smul, hX, star_trivial]
    · show occupation s * (c • X) + (c • X) * occupation s = c • X
      rw [Matrix.mul_smul, Matrix.smul_mul, ← smul_add, hX']
```

The simplified rotationally invariant form of DFT+U has a penalty (U/2) Tr(N − N²) for each correlated site and spin channel, where N is the occupation matrix of the site's localised orbitals and U > 0 is the effective on-site interaction. The penalty vanishes whenever N is idempotent. At the matrix P used here, the dimension of `tangent s` counts the independent Hermitian changes that preserve idempotency to first order; it says nothing about the rest of the energy.

## (a) Velocities of idempotent paths

**Task.** Let γ(t) be Hermitian and idempotent for all real t, with γ(0) = P and entrywise derivative X at t = 0. Show that X lies in the space.

**Solution.** Differentiating γ(t)† = γ(t) gives X† = X. Differentiating γ(t)² = γ(t) with the product rule gives

Σₖ (Xᵢₖ Pₖⱼ + Pᵢₖ Xₖⱼ) = Xᵢⱼ,

which is XP + PX = X.

Lean differentiates both sides of each identity and uses `HasDerivAt.unique` to equate the results. The theorem covers this direction only: it does not construct a path for each X.

```lean
/-- If a path of Hermitian idempotent matrices passes through the occupation matrix at time
zero, its velocity there is Hermitian and satisfies `P X + X P = X`. -/
theorem velocity_mem_tangent (s : Finset ι) (γ : ℝ → Matrix ι ι ℂ) (X : Matrix ι ι ℂ)
    (h0 : γ 0 = occupation s) (hH : ∀ t, (γ t)ᴴ = γ t) (hI : ∀ t, γ t * γ t = γ t)
    (hd : ∀ i j, HasDerivAt (fun t => γ t i j) (X i j) 0) : X ∈ tangent s := by
  refine ⟨?_, ?_⟩
  · -- differentiate the Hermiticity condition
    show Xᴴ = X
    ext i j
    have h1 : HasDerivAt (fun t => star (γ t j i)) (star (X j i)) 0 := (hd j i).star
    have e : (fun t => star (γ t j i)) = fun t => γ t i j :=
      funext fun t => congrFun (congrFun (hH t) i) j
    rw [e] at h1
    exact h1.unique (hd i j)
  · -- differentiate the idempotency condition with the product rule
    show occupation s * X + X * occupation s = X
    ext i j
    have h1 : HasDerivAt (fun t => ∑ k, γ t i k * γ t k j)
        (∑ k, (X i k * γ 0 k j + γ 0 i k * X k j)) 0 :=
      HasDerivAt.fun_sum fun k _ => (hd i k).fun_mul (hd k j)
    have e : (fun t => ∑ k, γ t i k * γ t k j) = fun t => γ t i j := by
      funext t
      have h := congrFun (congrFun (hI t) i) j
      rwa [Matrix.mul_apply] at h
    rw [e] at h1
    have h2 := h1.unique (hd i j)
    rw [h0, Finset.sum_add_distrib] at h2
    rw [Matrix.add_apply, Matrix.mul_apply, Matrix.mul_apply, add_comm]
    exact h2.symm ▸ rfl
```

## (b) The vanishing blocks

**Task.** Show that a Hermitian X solves the equation exactly when Xᵢⱼ = 0 for every pair i, j that is both filled or both empty.

**Solution.** Since P is diagonal, (PX + XP)ᵢⱼ = (pᵢ + pⱼ)Xᵢⱼ, and the equation becomes

(pᵢ + pⱼ − 1) Xᵢⱼ = 0.

The factor is 1 for two filled orbitals and −1 for two empty ones, so those entries vanish. For a mixed pair it is 0, and the equation puts no condition on the entry; Hermiticity still requires Xⱼᵢ = Xᵢⱼ*.

The step `entry` is the formula for (PX + XP)ᵢⱼ, and the case splits on `i ∈ s` and `j ∈ s` go through the blocks. The condition `i ∈ s ↔ j ∈ s` says that both orbitals have the same occupation.

```lean
/-- A matrix lies in the space exactly when it is Hermitian and every entry of its filled-filled and
empty-empty blocks is zero, including the diagonal entries. -/
theorem mem_tangent_iff (s : Finset ι) (X : Matrix ι ι ℂ) :
    X ∈ tangent s ↔ Xᴴ = X ∧ ∀ i j, (i ∈ s ↔ j ∈ s) → X i j = 0 := by
  have entry : ∀ i j, (occupation s * X + X * occupation s) i j
      = (if i ∈ s then 1 else 0) * X i j + X i j * (if j ∈ s then 1 else 0) := by
    intro i j
    simp only [occupation, Matrix.add_apply, Matrix.diagonal_mul, Matrix.mul_diagonal]
  constructor
  · rintro ⟨hX, h⟩
    refine ⟨hX, fun i j hij => ?_⟩
    have e := entry i j
    rw [h] at e
    by_cases hi : i ∈ s
    · -- filled-filled block: x = 2 x
      rw [if_pos hi, if_pos (hij.mp hi)] at e
      linear_combination -e
    · -- empty-empty block: x = 0
      rw [if_neg hi, if_neg (fun h' => hi (hij.mpr h'))] at e
      linear_combination e
  · rintro ⟨hX, h⟩
    refine ⟨hX, ?_⟩
    show occupation s * X + X * occupation s = X
    ext i j
    rw [entry]
    by_cases hi : i ∈ s <;> by_cases hj : j ∈ s <;>
      first
        | (simp [hi, hj]; done)
        | simp [h i j (by simp [hi, hj])]
```

## (c) A solution from any coupling block

**Task.** Given complex numbers Bᵢⱼ for i filled and j empty, build a Hermitian solution that has them as its filled–empty block.

**Solution.** Set Xᵢⱼ = Bᵢⱼ and Xⱼᵢ = Bᵢⱼ* for i filled and j empty, with all other entries zero. Then X† = X, and the blocks required by (b) vanish.

`fromBlock` is this matrix; its membership proof checks the same cases.

```lean
/-- The Hermitian matrix built from a block `B` of couplings between filled and empty orbitals,
with zeros in the filled-filled and empty-empty blocks. -/
def fromBlock (s : Finset ι) (B : {i // i ∈ s} → {j // j ∉ s} → ℂ) : Matrix ι ι ℂ :=
  Matrix.of fun i j =>
    if hi : i ∈ s then (if hj : j ∈ s then 0 else B ⟨i, hi⟩ ⟨j, hj⟩)
    else (if hj : j ∈ s then star (B ⟨j, hj⟩ ⟨i, hi⟩) else 0)

/-- Every block of filled-empty couplings gives a Hermitian solution of `P X + X P = X`. -/
theorem fromBlock_mem (s : Finset ι) (B : {i // i ∈ s} → {j // j ∉ s} → ℂ) :
    fromBlock s B ∈ tangent s := by
  rw [mem_tangent_iff]
  constructor
  · ext i j
    rw [Matrix.conjTranspose_apply]
    by_cases hi : i ∈ s <;> by_cases hj : j ∈ s <;> simp [fromBlock, hi, hj]
  · intro i j hij
    by_cases hj : j ∈ s <;> simp [fromBlock, hij, hj]
```

## (d) The dimension for any filled set

**Task.** Show that the real dimension is 2|s||sᶜ|, where sᶜ is the set of empty orbitals.

**Solution.** Send X to its filled–empty block. This map is real linear, and the construction in (c) inverts it: (b) supplies the zero blocks, and Hermiticity fixes the empty–filled block. There are |s||sᶜ| free complex entries, each worth two real parameters.

`blockEquiv` records the map and its inverse, with `left_inv` and `right_inv` checking the two compositions.

```lean
/-- The real linear equivalence that sends a matrix in the space to its complex block of
couplings between filled and empty orbitals. -/
def blockEquiv (s : Finset ι) :
    tangent s ≃ₗ[ℝ] ({i // i ∈ s} → {j // j ∉ s} → ℂ) where
  toFun X := fun i j => X.1 i.1 j.1
  map_add' _ _ := rfl
  map_smul' _ _ := rfl
  invFun B := ⟨fromBlock s B, fromBlock_mem s B⟩
  left_inv X := by
    obtain ⟨hX, h0⟩ := (mem_tangent_iff s X.1).mp X.2
    apply Subtype.ext
    ext i j
    change fromBlock s (fun a b => X.1 a.1 b.1) i j = X.1 i j
    have hs : star (X.1 j i) = X.1 i j := congrFun (congrFun hX i) j
    by_cases hi : i ∈ s <;> by_cases hj : j ∈ s
    · simp [fromBlock, hi, hj, h0 i j (by simp [hi, hj])]
    · simp [fromBlock, hi, hj]
    · simpa [fromBlock, hi, hj] using hs
    · simp [fromBlock, hi, hj, h0 i j (by simp [hi, hj])]
  right_inv B := by
    funext i j
    simp [fromBlock, i.2, j.2]
```

The theorem carries the dimension across this equivalence and counts. `Module.finrank ℝ` is the real dimension.

```lean
/-- For any set of filled orbitals, the real dimension of the space is twice the number of
filled orbitals times the number of empty ones. -/
theorem finrank_tangent (s : Finset ι) :
    Module.finrank ℝ (tangent s) = 2 * s.card * sᶜ.card := by
  have h1 : Fintype.card {i // i ∈ s} = s.card := Fintype.card_coe s
  have h2 : Fintype.card {j // j ∉ s} = sᶜ.card :=
    Fintype.card_of_subtype sᶜ (by simp)
  -- each filled-empty pair carries one complex number, that is two real ones
  rw [(blockEquiv s).finrank_eq]
  simp only [Module.finrank_pi_fintype, Complex.finrank_real_complex, Finset.sum_const,
    Finset.card_univ, smul_eq_mul, h1, h2]
  ring
```

## (e) The first n of m orbitals

**Task.** Deduce the value 2n(m − n) for n ≤ m.

**Solution.** Here |s| = n and |sᶜ| = m − n, so (d) gives the result. For m = 5 and n = 2 it is 12.

Lean numbers the orbitals 0 to m − 1 and fills those with index below n. It counts them by identifying the filled set with the image of `Fin n` in `Fin m`. The equation is stated in the integers, where m − n would be negative for n > m; this is why `n ≤ m` is assumed.

```lean
/-- With the first `n` of `m` orbitals filled, the Hermitian matrices satisfying
`P X + X P = X` form a real vector space of dimension `2 n (m - n)`. -/
theorem finrank_tangent_first_orbitals (m n : ℕ) (h : n ≤ m) :
    (Module.finrank ℝ (tangent (Finset.univ.filter fun i : Fin m => i.val < n)) : ℤ)
      = 2 * n * ((m : ℤ) - n) := by
  have hs : (Finset.univ.filter fun i : Fin m => i.val < n)
      = Finset.univ.map (Fin.castLEEmb h) := by
    ext i
    simp only [Finset.mem_filter, Finset.mem_univ, true_and, Finset.mem_map]
    constructor
    · intro hi
      exact ⟨⟨i.1, hi⟩, rfl⟩
    · rintro ⟨a, rfl⟩
      exact a.2
  rw [finrank_tangent, Finset.card_compl, hs, Finset.card_map, Finset.card_univ,
    Fintype.card_fin, Fintype.card_fin]
  push_cast [Nat.cast_sub h]
  ring
```

## (f) When the space is zero

**Task.** Show that the space contains only X = 0 exactly when all orbitals are empty or all are filled.

**Solution.** The space is zero exactly when its dimension 2|s||sᶜ| is zero, hence when s or sᶜ is empty.

In Lean, `⊥` is the zero subspace and `Finset.univ` the set of all orbitals.

```lean
/-- The space contains only the zero matrix exactly when the orbitals are all empty or all
filled. -/
theorem tangent_eq_bot_iff (s : Finset ι) :
    tangent s = ⊥ ↔ s = ∅ ∨ s = Finset.univ := by
  rw [← Submodule.finrank_eq_zero (R := ℝ), finrank_tangent]
  simp only [mul_eq_zero, Finset.card_eq_zero, Finset.compl_eq_empty_iff,
    OfNat.ofNat_ne_zero, false_or]

end

end OccupationTangent
```

```lean
#print axioms OccupationTangent.velocity_mem_tangent
-- 'OccupationTangent.velocity_mem_tangent' depends on axioms: [propext, Classical.choice, Quot.sound]
#print axioms OccupationTangent.finrank_tangent_first_orbitals
-- 'OccupationTangent.finrank_tangent_first_orbitals' depends on axioms: [propext, Classical.choice, Quot.sound]
#print axioms OccupationTangent.tangent_eq_bot_iff
-- 'OccupationTangent.tangent_eq_bot_iff' depends on axioms: [propext, Classical.choice, Quot.sound]
```
